# A two-valued pattern invariant under a permutation of sites is constant on each cycle

In physical terms, if a permutation of sites leaves a yes/no label on them unchanged, then any two sites connected by repeated use of the permutation or its inverse carry the same label. Mathematically, for a permutation `g` of any type `α`, finite or not, and a function `d : α → Bool` with `d (g x) = d x` for all `x`, the theorem states that `d x = d y` whenever some integer power of `g` takes `x` to `y`. No Hamiltonian or quantum state enters the statement. The attempt first proves invariance under natural-number powers by induction, then splits the integer power into a natural number or the negative of one.

In Lean, a first try:

```lean
import Mathlib

open Function

namespace ConstantOnCycle

variable {α : Type*}

/-- A pattern unchanged by each step of the permutation is constant on every cycle. -/
theorem constant_on_cycle {g : Equiv.Perm α} {d : α → Bool}
    (h : ∀ x, d (g x) = d x) {x y : α} (hxy : g.SameCycle x y) : d x = d y := by
  have hn : ∀ (n : ℕ) (z : α), d ((g ^ n) z) = d z := by
    intro n
    induction n with
    | zero => intro z; simp
    | succ n ih => intro z; rw [pow_succ, Equiv.Perm.mul_apply, ih, h]
  obtain ⟨k, rfl⟩ := hxy
  obtain ⟨n, rfl | rfl⟩ := k.eq_nat_or_neg
  · rw [zpow_natCast, hn]
  · rw [zpow_neg, zpow_natCast]
    have := hn n ((g ^ n)⁻¹ x)
    rwa [Equiv.Perm.apply_inv_self] at this

end ConstantOnCycle
```

Compiling this gives:

```
Main.lean:22:9: error(lean.unknownIdentifier): Unknown constant `Equiv.Perm.apply_inv_self`
```

The message says that Lean knows no constant called `Equiv.Perm.apply_inv_self` in this environment, so the `rwa` fails before it can rewrite anything. The fault is in the name, not in the mathematical argument.

At that point `this` reads `d ((g ^ n) ((g ^ n)⁻¹ x)) = d ((g ^ n)⁻¹ x)`, and the goal needs the left side to be `d x`. The missing lemma was meant to cancel the power against its inverse. The repair does this in three steps. Rewriting backwards with `Equiv.Perm.mul_apply` turns the two successive applications into one application of the product `g ^ n * (g ^ n)⁻¹`. Then `mul_inv_cancel` reduces that product to the identity permutation `1`, and `Equiv.Perm.one_apply` replaces `1` applied to `x` by `x`. The hypothesis now matches the goal, and `rwa` closes it.

Lean accepts the file once it reads:

```diff
@@ -20,5 +20,5 @@
   · rw [zpow_neg, zpow_natCast]
     have := hn n ((g ^ n)⁻¹ x)
-    rwa [Equiv.Perm.apply_inv_self] at this
+    rwa [← Equiv.Perm.mul_apply, mul_inv_cancel, Equiv.Perm.one_apply] at this
 
 end ConstantOnCycle
```
